# The operator $d/dx + W$ has a normalisable zero mode if $W \ge c > 0$ far to the right and $W \le -c$ far to the left, and none if $W \ge 0$ far out on both sides

Let $W$ be a continuous real function on the line, let $F' = W$, and let $c, R > 0$. If $W \ge c$ for $x \ge R$ and $W \le -c$ for $x \le -R$, then $e^{-F}$ is square integrable. If instead $W \ge c$ whenever $|x| \ge R$, neither $e^{F}$ nor $e^{-F}$ is.

I use this to decide whether a superpotential $W$ has a zero mode, and my usual justification is a sketch of the two tails. I would like to see a complete argument, including why no other solution could be normalisable, and a version checked in Lean. Does the bound $c$ matter equally in both cases?

## The far field of $W$ fixes the tails of $e^{\pm F}$

Both claims hold, and the bound matters only in the first. For the negative result $W \ge 0$ far out on both sides is enough, whereas for existence $c > 0$ is used: $W = 0$ satisfies the weak inequalities and has no zero mode.

**All solutions.** A zero mode of $d/dx + W$ is a complex function $\psi$, not identically zero, with $\psi' = -W\psi$ and $\int |\psi|^2\,dx < \infty$. Since $F' = W$,

$$(\psi e^{F})' = -W\psi e^{F} + \psi W e^{F} = 0 .$$

Hence $\psi = A e^{-F}$ with a constant $A = \psi(0)e^{F(0)}$, and $A \neq 0$ because $\psi$ is not identically zero. As $\int|\psi|^2 dx = |A|^2\int e^{-2F}dx$, a zero mode exists exactly when $e^{-F}$ is square integrable. For the partner operator $d/dx - W$, replace $W$ by $-W$ and $F$ by $-F$; the criterion becomes square integrability of $e^{F}$.

**Opposite signs.** For $x \ge R$, the bound $F' \ge c$ gives $F(x) \ge F(R) + c(x-R)$, so

$$\int_R^\infty e^{-2F}dx \le e^{-2F(R)}\int_R^\infty e^{-2c(x-R)}dx = \frac{e^{-2F(R)}}{2c}.$$

On the left, set $G(x) = F(-x)$. Then $G'(x) = -W(-x) \ge c$ for $x \ge R$, and the same estimate bounds the left tail by $e^{-2F(-R)}/(2c)$. Between $-R$ and $R$ the integrand is continuous on a bounded closed interval, so its integral is finite. The normalised zero mode is $e^{-F}\big/\left(\int e^{-2F}dx\right)^{1/2}$.

The partner has no zero mode: $F$ does not decrease to the right of $R$, so $e^{2F} \ge e^{2F(R)} > 0$ on a half-line of infinite length.

**Equal signs.** Let $W \ge 0$ for $|x| \ge R$. The last argument again rules out $e^{F}$. For $e^{-F}$, look to the left: $K(x) = -F(-x)$ has $K'(x) = W(-x) \ge 0$ for $x \ge R$. Therefore $e^{-2F(-x)} \ge e^{-2F(-R)}$ there, and $\int e^{-2F}dx$ diverges. Each exponential fails at one end at least.

**The Schrödinger equation.** Where $W$ is differentiable, differentiating $\psi' = -W\psi$ once more gives

$$\psi'' = -W'\psi - W\psi' = (W^2 - W')\psi .$$

In units with $\hbar = 2m = 1$, this is the zero-energy equation for the potential $W^2 - W'$. For a single particle on the line with differentiable $W$, the opposite-sign case therefore supplies a bound state at exactly zero energy.

## The harmonic oscillator in numbers

Take $W = x$, $F = x^2/2$ and $c = R = 1$. Each tail is at most $e^{-1}/2 \approx 0.184$, and the middle part is at most $2$, since $e^{-x^2} \le 1$ on an interval of length $2$. The estimate is thus $\int e^{-x^2}dx \le 2.37$; the exact value is $\sqrt{\pi} \approx 1.77$. The normalised zero mode is $\pi^{-1/4}e^{-x^2/2}$, the oscillator ground state, with the potential $x^2 - 1$ shifted so that its energy is zero.

## What the Lean theorems say

`Annihilated W ψ` says that at every real $x$ the function $\psi$ has derivative $-W(x)\psi(x)$. `IsZeroMode W ψ` adds that $\psi$ is nonzero somewhere and that $|\psi|^2$ is integrable over the line with respect to Lebesgue measure. Wavefunctions are complex-valued and need not have norm one. The partner operator appears as the same predicate with `fun x => -W x`.

The function `F` enters through the hypothesis `hF`, which says that $F' = W$ everywhere. For continuous $W$ one may take $F(x) = \int_0^x W(t)\,dt$; the theorems themselves ask only for `F`, not for continuity. Adding a constant to $F$ merely rescales $e^{-F}$.

The main statements are these:

- `zeroMode_of_opposite_signs`: under the first sign pattern with $c > 0$, $e^{-F}$ is a zero mode of $d/dx + W$, and $d/dx - W$ has none. Positivity of $R$ is not listed because it follows: for $R \le 0$ the two bounds would contradict each other at $x = 0$.
- `not_integrable_of_same_sign`: if $W \ge 0$ whenever $|x| \ge R$, neither exponential is square integrable. This includes the case $W \ge c$ in the question.
- `no_zeroMode_of_same_sign`: under the same hypothesis, neither operator has a zero mode.

Physically, $R$ marks the edge of a core region in which $W$ may take either sign. The constant $c$ is a lower bound on $|W|$ outside the core, and it makes the amplitude of the zero mode fall at least as fast as $e^{-c|x|}$, up to a constant factor.

Solutions are differentiable at every point in the ordinary sense. A $W$ with a jump, such as a step-shaped wall, is not covered, because its integral has a kink there. The file does not construct self-adjoint Hamiltonians or their spectra.

```lean
import Mathlib

open MeasureTheory Set

namespace ZeroModesFromAsymptoticSigns

/-- The wavefunction `ψ` is annihilated by the first-order operator `d/dx + W`. -/
def Annihilated (W : ℝ → ℝ) (ψ : ℝ → ℂ) : Prop :=
  ∀ x, HasDerivAt ψ (-(W x : ℂ) * ψ x) x

/-- A normalisable zero mode of `d/dx + W`: a square-integrable solution of `ψ' = -W ψ`
that does not vanish identically. -/
structure IsZeroMode (W : ℝ → ℝ) (ψ : ℝ → ℂ) : Prop where
  annihilated : Annihilated W ψ
  nonzero : ∃ x, ψ x ≠ 0
  normalisable : Integrable (fun x => ‖ψ x‖ ^ 2)

/-- A wavefunction annihilated by `d/dx + W` obeys the zero-energy Schrödinger equation
`ψ'' = (W² - W') ψ` at every point where `W` is differentiable. -/
theorem schrodinger_of_annihilated {W : ℝ → ℝ} {ψ : ℝ → ℂ} (hψ : Annihilated W ψ)
    {x W' : ℝ} (hW : HasDerivAt W W' x) :
    HasDerivAt (deriv ψ) (((W x : ℂ) ^ 2 - (W' : ℂ)) * ψ x) x := by
  have hd : deriv ψ = fun y => -(W y : ℂ) * ψ y := funext fun y => (hψ y).deriv
  rw [hd]
  exact (hW.ofReal_comp.fun_neg.fun_mul (hψ x)).congr_deriv (by ring)

/-- Every solution of `ψ' = -W ψ` is a constant multiple of `exp(-F)`, where `F' = W`. -/
theorem annihilated_eq_multiple {W F : ℝ → ℝ} (hF : ∀ x, HasDerivAt F (W x) x)
    {ψ : ℝ → ℂ} (hψ : Annihilated W ψ) :
    ∃ A : ℂ, ∀ x, ψ x = A * (Real.exp (-F x) : ℝ) := by
  -- the product `ψ exp(F)` is constant
  have hφ : ∀ x, HasDerivAt (fun y => ψ y * ((Real.exp (F y) : ℝ) : ℂ)) 0 x := by
    intro x
    refine ((hψ x).fun_mul (hF x).exp.ofReal_comp).congr_deriv ?_
    push_cast
    ring
  refine ⟨ψ 0 * ((Real.exp (F 0) : ℝ) : ℂ), fun x => ?_⟩
  have hconst := is_const_of_deriv_eq_zero
    (fun y => (hφ y).differentiableAt) (fun y => (hφ y).deriv) x 0
  have hone : ((Real.exp (F x) : ℝ) : ℂ) * ((Real.exp (-F x) : ℝ) : ℂ) = 1 := by
    rw [← Complex.ofReal_mul, ← Real.exp_add, add_neg_cancel, Real.exp_zero,
      Complex.ofReal_one]
  calc ψ x = ψ x * (((Real.exp (F x) : ℝ) : ℂ) * ((Real.exp (-F x) : ℝ) : ℂ)) := by
        rw [hone, mul_one]
    _ = (ψ x * ((Real.exp (F x) : ℝ) : ℂ)) * ((Real.exp (-F x) : ℝ) : ℂ) := by ring
    _ = _ := congrArg (· * ((Real.exp (-F x) : ℝ) : ℂ)) hconst

/-- If `exp(-F)` is square integrable and `F' = W`, it is a normalisable zero mode
of `d/dx + W`. -/
theorem isZeroMode_exp {W F : ℝ → ℝ} (hF : ∀ x, HasDerivAt F (W x) x)
    (hi : Integrable (fun x => Real.exp (-F x) ^ 2)) :
    IsZeroMode W (fun x => ((Real.exp (-F x) : ℝ) : ℂ)) where
  annihilated x := (hF x).fun_neg.exp.ofReal_comp.congr_deriv (by push_cast; ring)
  nonzero := ⟨0, Complex.ofReal_ne_zero.2 (Real.exp_pos _).ne'⟩
  normalisable := by
    simpa only [Complex.norm_real, Real.norm_eq_abs, Real.abs_exp] using hi

/-- The operator `d/dx + W` has a normalisable zero mode exactly when `exp(-F)` is
square integrable, where `F' = W`. -/
theorem exists_zeroMode_iff {W F : ℝ → ℝ} (hF : ∀ x, HasDerivAt F (W x) x) :
    (∃ ψ, IsZeroMode W ψ) ↔ Integrable (fun x => Real.exp (-F x) ^ 2) := by
  refine ⟨?_, fun hi => ⟨_, isZeroMode_exp hF hi⟩⟩
  rintro ⟨ψ, hψ⟩
  obtain ⟨A, hA⟩ := annihilated_eq_multiple hF hψ.annihilated
  have hA0 : ‖A‖ ≠ 0 := by
    obtain ⟨x, hx⟩ := hψ.nonzero
    intro h
    exact hx (by rw [hA x, norm_eq_zero.1 h, zero_mul])
  refine (hψ.normalisable.const_mul ((‖A‖ ^ 2)⁻¹)).congr (Filter.Eventually.of_forall ?_)
  intro x
  simp only [hA x, norm_mul, Complex.norm_real, Real.norm_eq_abs, Real.abs_exp]
  field_simp

/-- If `F' = W ≥ c` to the right of `R`, then there `F` lies on or above the line of slope `c`
through its value at `R`. -/
theorem linear_growth {W F : ℝ → ℝ} {c R : ℝ} (hF : ∀ x, HasDerivAt F (W x) x)
    (hW : ∀ x, R ≤ x → c ≤ W x) {x : ℝ} (hx : R ≤ x) : F R + c * (x - R) ≤ F x := by
  have h := (convex_Ici R).mul_sub_le_image_sub_of_le_deriv (f := F) (C := c)
    (fun y _ => (hF y).continuousAt.continuousWithinAt)
    (fun y _ => (hF y).differentiableAt.differentiableWithinAt)
    (fun y hy => by rw [(hF y).deriv]; exact hW y (interior_subset hy))
    R self_mem_Ici x hx hx
  linarith

private lemma reflect {W F : ℝ → ℝ} (hF : ∀ x, HasDerivAt F (W x) x) (x : ℝ) :
    HasDerivAt (fun y => F (-y)) (-W (-x)) x := by
  have h := HasDerivAt.comp (h₂ := F) (h := fun y : ℝ => -y) x (hF (-x)) (hasDerivAt_neg x)
  exact h.congr_deriv (by ring)

private lemma tail {W F : ℝ → ℝ} {c R : ℝ} (hc : 0 < c)
    (hF : ∀ x, HasDerivAt F (W x) x) (hW : ∀ x, R ≤ x → c ≤ W x) :
    IntegrableOn (fun x => Real.exp (-F x) ^ 2) (Ioi R) := by
  have hcont : Continuous F := continuous_iff_continuousAt.2 fun x => (hF x).continuousAt
  have hg : Continuous (fun x => Real.exp (-F x) ^ 2) := by fun_prop
  have hb := Integrable.const_mul
    (exp_neg_integrableOn_Ioi R (b := 2 * c) (by positivity))
    (Real.exp (-2 * F R + 2 * c * R))
  refine Integrable.mono' hb hg.aestronglyMeasurable ?_
  filter_upwards [ae_restrict_mem measurableSet_Ioi] with x hx
  have h := linear_growth hF hW (le_of_lt hx)
  rw [Real.norm_of_nonneg (by positivity), sq, ← Real.exp_add, ← Real.exp_add]
  exact Real.exp_le_exp.2 (by linarith)

private lemma no_tail {W F : ℝ → ℝ} {R : ℝ} (hF : ∀ x, HasDerivAt F (W x) x)
    (hW : ∀ x, R ≤ x → 0 ≤ W x) : ¬ Integrable (fun x => Real.exp (F x) ^ 2) := by
  intro hi
  have hfin := hi.measure_norm_ge_lt_top (ε := Real.exp (F R) ^ 2) (by positivity)
  -- the density never drops below its value at `R` on a half-line of infinite length
  have hsub : Ici R ⊆ {x | Real.exp (F R) ^ 2 ≤ ‖Real.exp (F x) ^ 2‖} := by
    intro x hx
    have h := linear_growth hF hW hx
    have hle : Real.exp (F R) ≤ Real.exp (F x) := Real.exp_le_exp.2 (by linarith)
    rw [Set.mem_ofPred_eq, Real.norm_of_nonneg (by positivity)]
    gcongr
  have hlt := (measure_mono hsub).trans_lt hfin
  rw [Real.volume_Ici] at hlt
  exact lt_irrefl _ hlt

/-- Let `F' = W`. If `W ≥ c > 0` far to the right and `W ≤ -c` far to the left, then `exp(-F)` is a
normalisable zero mode of `d/dx + W`, and `d/dx - W` has no normalisable zero mode. -/
theorem zeroMode_of_opposite_signs {W F : ℝ → ℝ} {c R : ℝ} (hc : 0 < c)
    (hF : ∀ x, HasDerivAt F (W x) x) (hr : ∀ x, R ≤ x → c ≤ W x)
    (hl : ∀ x, x ≤ -R → W x ≤ -c) :
    IsZeroMode W (fun x => ((Real.exp (-F x) : ℝ) : ℂ)) ∧
      ¬ ∃ χ, IsZeroMode (fun x => -W x) χ := by
  constructor
  · apply isZeroMode_exp hF
    have hcont : Continuous F := continuous_iff_continuousAt.2 fun x => (hF x).continuousAt
    have hg : Continuous (fun x => Real.exp (-F x) ^ 2) := by fun_prop
    -- the left tail is the right tail of the reflected problem
    have hleft : IntegrableOn (fun x => Real.exp (-F x) ^ 2) (Iio (-R)) := by
      have hs : (Neg.neg : ℝ → ℝ) ⁻¹' Iio (-R) = Ioi R := by ext x; simp
      refine ((Measure.measurePreserving_neg (volume : Measure ℝ)).integrableOn_comp_preimage
        (Homeomorph.neg ℝ).measurableEmbedding).1 ?_
      rw [hs]
      exact tail hc (reflect hF) (fun x hx => by linarith [hl (-x) (by linarith)])
    have huniv : (Iio (-R) ∪ Icc (-R) R) ∪ Ioi R = univ := by
      refine eq_univ_of_forall fun x => ?_
      rcases lt_or_ge x (-R) with h | h
      · exact Or.inl (Or.inl h)
      · rcases lt_or_ge R x with h' | h'
        · exact Or.inr h'
        · exact Or.inl (Or.inr ⟨h, h'⟩)
    rw [← integrableOn_univ, ← huniv]
    exact (hleft.union hg.integrableOn_Icc).union (tail hc hF hr)
  · rw [exists_zeroMode_iff (fun x => (hF x).fun_neg)]
    simpa only [neg_neg] using no_tail hF (fun x hx => hc.le.trans (hr x hx))

/-- If `W ≥ 0` far out on both sides, then neither `exp(F)` nor `exp(-F)` is square
integrable, where `F' = W`. -/
theorem not_integrable_of_same_sign {W F : ℝ → ℝ} {R : ℝ}
    (hF : ∀ x, HasDerivAt F (W x) x) (hW : ∀ x, R ≤ |x| → 0 ≤ W x) :
    ¬ Integrable (fun x => Real.exp (F x) ^ 2) ∧
      ¬ Integrable (fun x => Real.exp (-F x) ^ 2) := by
  refine ⟨no_tail hF fun x hx => hW x (hx.trans (le_abs_self x)), fun hi => ?_⟩
  -- reflection turns growth of `exp(-F)` on the left into growth on the right
  refine no_tail (R := R) (fun x => (reflect hF x).fun_neg) (fun x hx => ?_) hi.comp_neg
  rw [neg_neg]
  exact hW (-x) (by rw [abs_neg]; exact hx.trans (le_abs_self x))

/-- If `W` is the derivative of some function `F` on the whole line and `W ≥ 0` far out on both
sides, neither `d/dx + W` nor `d/dx - W` has a normalisable zero mode. -/
theorem no_zeroMode_of_same_sign {W F : ℝ → ℝ} {R : ℝ}
    (hF : ∀ x, HasDerivAt F (W x) x) (hW : ∀ x, R ≤ |x| → 0 ≤ W x) :
    (¬ ∃ ψ, IsZeroMode W ψ) ∧ ¬ ∃ χ, IsZeroMode (fun x => -W x) χ := by
  obtain ⟨hp, hm⟩ := not_integrable_of_same_sign hF hW
  rw [exists_zeroMode_iff hF, exists_zeroMode_iff (fun x => (hF x).fun_neg)]
  exact ⟨hm, by simpa only [neg_neg] using hp⟩

/-- For the linear superpotential `W(x) = x`, the Gaussian `exp(-x²/2)` is a normalisable
zero mode of `d/dx + W`. -/
theorem harmonic_witness :
    IsZeroMode (fun x => x) (fun x => ((Real.exp (-(x ^ 2 / 2)) : ℝ) : ℂ)) :=
  (zeroMode_of_opposite_signs (F := fun x => x ^ 2 / 2) (c := 1) (R := 1) one_pos
    (fun x => ((hasDerivAt_pow 2 x).div_const 2).congr_deriv (by simp))
    (fun _ hx => hx) (fun _ hx => hx)).1

/-- The vanishing superpotential, which satisfies `W ≥ 0` on the right and `W ≤ 0` on the
left, has no normalisable zero mode. -/
theorem free_no_zeroMode : ¬ ∃ ψ, IsZeroMode (fun _ => 0) ψ :=
  (no_zeroMode_of_same_sign (F := fun _ => 0) (R := 0)
    (fun x => hasDerivAt_const x (0 : ℝ)) (fun _ _ => le_rfl)).1

end ZeroModesFromAsymptoticSigns
```

```lean
#print axioms ZeroModesFromAsymptoticSigns.schrodinger_of_annihilated
#print axioms ZeroModesFromAsymptoticSigns.no_zeroMode_of_same_sign
#print axioms ZeroModesFromAsymptoticSigns.free_no_zeroMode
```

```
'ZeroModesFromAsymptoticSigns.schrodinger_of_annihilated' depends on axioms: [propext, Classical.choice, Quot.sound]
'ZeroModesFromAsymptoticSigns.no_zeroMode_of_same_sign' depends on axioms: [propext, Classical.choice, Quot.sound]
'ZeroModesFromAsymptoticSigns.free_no_zeroMode' depends on axioms: [propext, Classical.choice, Quot.sound]
```

## How the proof follows the calculation

`schrodinger_of_annihilated` rewrites the derivative of $\psi$ as $-W\psi$ and applies the product rule. `annihilated_eq_multiple` shows that $\psi e^{F}$ has derivative zero, uses `is_const_of_deriv_eq_zero` to compare its values at $x$ and $0$, and multiplies by $e^{-F}$ to recover $\psi$.

`isZeroMode_exp` checks the three conditions for $e^{-F}$ once its square is known to be integrable. `exists_zeroMode_iff` adds the converse: given a zero mode $Ae^{-F}$, it proves $|A| \neq 0$ and divides the integrable density by $|A|^2$. From here on, questions about zero modes are questions about one real integral.

`linear_growth` is the mean value inequality on $[R,\infty)$. It serves both the existence and the non-existence results, with $c > 0$ for decay and $c = 0$ for monotonicity. `reflect` computes the derivative of $F(-x)$.

`tail` compares $e^{-2F}$ with the integrable function $e^{-2F(R)+2cR}e^{-2cx}$, which is the exponential bound above with its constant factored out. The comparison itself is `Integrable.mono'`.

`no_tail` replaces the divergent integral by a statement about measure. If $e^{2F}$ were integrable, the set on which it is at least $e^{2F(R)}$ would have finite length, by `measure_norm_ge_lt_top`. By monotonicity that set contains $[R,\infty)$, whose length is infinite.

In `zeroMode_of_opposite_signs`, the left tail is obtained by applying `tail` to the reflected function; the map $x \mapsto -x$ preserves Lebesgue measure, so integrability carries back. The line is then split into $(-\infty,-R)$, $[-R,R]$ and $(R,\infty)$, and the three integrability statements are joined. The claim about the partner follows from `no_tail` through the equivalence.

`not_integrable_of_same_sign` applies `no_tail` twice, to $F(x)$ and to $-F(-x)$, and `no_zeroMode_of_same_sign` translates the outcome into zero modes. Finally, `harmonic_witness` inserts $W = x$ with $c = R = 1$, and `free_no_zeroMode` treats $W = 0$ through the equal-sign theorem.

## Superpotentials that decay like $1/x$

The comparison argument also works by hand for some $W$ that tend to zero, a case the Lean file leaves out. Let $a > 1/2$ and $R > 0$, and suppose $W(x) \ge a/x$ for $x \ge R$ and $W(x) \le a/x$ for $x \le -R$. Integrating the first bound gives $F(x) \ge F(R) + a\ln(x/R)$, so

$$\int_R^\infty e^{-2F}dx \le e^{-2F(R)}\int_R^\infty \left(\frac{R}{x}\right)^{2a}dx = \frac{R\,e^{-2F(R)}}{2a-1}.$$

Reflection bounds the left tail in the same way, and $e^{-F}$ is again a normalisable zero mode, now with a power-law bound on its tails in place of an exponential one.
